# A simple eigenvalue at fixed momentum in a spin-½ chain with E↓(k) = E↑(−k)

The model is a non-interacting spin-½ chain with four momenta, labelled by the integers mod 4, in which the spin-down energy at k equals the spin-up energy at −k. At momentum 1 its Hamiltonian is the diagonal matrix with entries 1 (spin up) and −1 (spin down), and the theorem says that the eigenspace of this 2×2 matrix for eigenvalue 1 has complex dimension one. This concerns the single momentum only: in the whole chain the energy 1 also occurs at other momenta, for instance for spin down at momentum 3. The proof checks that the spin-up vector (1, 0) is a nonzero element of the eigenspace, then tries to show that every element is a multiple of it because its spin-down component vanishes.

The first attempt, which Lean rejects:

```lean
import Mathlib

open Matrix
open scoped ComplexOrder

namespace SpinChainNondegenerate

noncomputable section

/-- Spin-up energies `1, 1, -1, -1` at the momenta `0, 1, 2, 3`. -/
def upEnergy (k : ZMod 4) : ℝ := if k = 0 ∨ k = 1 then 1 else -1

/-- A spin-½ chain with four momenta, whose spin-down energy at `k` is the spin-up energy
at `-k`. -/
def spinChain (k : ZMod 4) : Matrix (Fin 2) (Fin 2) ℂ :=
  !![(upEnergy k : ℂ), 0; 0, (upEnergy (-k) : ℂ)]

/-- At momentum `1` the spin-½ chain has a nondegenerate level of energy `1`. -/
theorem spinChain_nondegenerate :
    Module.finrank ℂ (Module.End.eigenspace (Matrix.toLin' (spinChain 1)) 1) = 1 := by
  have hu : upEnergy 1 = 1 := if_pos (by decide)
  have hd : upEnergy (-1) = -1 := if_neg (by decide)
  have hM : spinChain 1 = !![1, 0; 0, -1] := by
    unfold spinChain
    rw [hu, hd]
    simp
  have hmem : (![1, 0] : Fin 2 → ℂ) ∈
      Module.End.eigenspace (Matrix.toLin' (spinChain 1)) 1 := by
    rw [Module.End.mem_eigenspace_iff, Matrix.toLin'_apply, hM]
    ext i
    fin_cases i <;> simp [Matrix.mulVec, dotProduct, Fin.sum_univ_succ]
  refine finrank_eq_one ⟨_, hmem⟩ (fun h0 => ?_) (fun w => ⟨w.1 0, ?_⟩)
  · have h1 := congrFun (congrArg Subtype.val h0) 0
    simp at h1
  · have hw := w.2
    rw [Module.End.mem_eigenspace_iff, Matrix.toLin'_apply, hM] at hw
    -- the spin-down component must vanish
    have h1 : -(w.1 1) = w.1 1 := by
      simpa [Matrix.mulVec, dotProduct, Fin.sum_univ_succ] using congrFun hw 1
    have h2 : w.1 1 = 0 := by linear_combination (-1 / 2) * h1
    apply Subtype.ext
    ext i
    fin_cases i
    · simp
    · simp [h2]

end

end SpinChainNondegenerate
```

Messages:

```
Main.lean:36:60: error: Tactic `rewrite` failed: motive is not type correct:
  fun _a => _a *ᵥ ↑w = 1 • ↑w
Error: Application type mismatch: The argument
  w
has type
  ↥(Module.End.eigenspace (toLin' (spinChain 1)) 1)
but is expected to have type
  ↥(Module.End.eigenspace (toLin' _a) 1)
in the application
  ↑w

Explanation: The rewrite tactic rewrites an expression 'e' using an equality 'a = b' by the following process. First, it looks for all 'a' in 'e'. Second, it tries to abstract these occurrences of 'a' to create a function 'm := fun _a => ...', called the *motive*, with the property that 'm a' is definitionally equal to 'e'. Third, we observe that 'congrArg' implies that 'm a = m b', which can be used with lemmas such as 'Eq.mpr' to change the goal. However, if 'e' depends on specific properties of 'a', then the motive 'm' might not typecheck.

Possible solutions: use rewrite's 'occs' configuration option to limit which occurrences are rewritten, or use 'simp' or 'conv' mode, which have strategies for certain kinds of dependencies (these tactics can handle proofs and 'Decidable' instances whose types depend on the rewritten term, and 'simp' can apply user-defined '@[congr]' theorems as well).

case refine_2
hu : upEnergy 1 = 1
hd : upEnergy (-1) = -1
hM : spinChain 1 = !![1, 0; 0, -1]
hmem : ![1, 0] ∈ Module.End.eigenspace (toLin' (spinChain 1)) 1
w : ↥(Module.End.eigenspace (toLin' (spinChain 1)) 1)
hw : spinChain 1 *ᵥ ↑w = 1 • ↑w
⊢ ↑w 0 • ⟨![1, 0], hmem⟩ = w
```

As a diff, the version that Lean accepts:

```diff
@@ -33,10 +33,11 @@
   · have h1 := congrFun (congrArg Subtype.val h0) 0
     simp at h1
-  · have hw := w.2
+  · obtain ⟨u, hu1⟩ := w
+    have hw := hu1
     rw [Module.End.mem_eigenspace_iff, Matrix.toLin'_apply, hM] at hw
     -- the spin-down component must vanish
-    have h1 : -(w.1 1) = w.1 1 := by
+    have h1 : -(u 1) = u 1 := by
       simpa [Matrix.mulVec, dotProduct, Fin.sum_univ_succ] using congrFun hw 1
-    have h2 : w.1 1 = 0 := by linear_combination (-1 / 2) * h1
+    have h2 : u 1 = 0 := by linear_combination (-1 / 2) * h1
     apply Subtype.ext
     ext i
```

The error comes from rewriting with `hM` at `hw`, which should replace `spinChain 1` by its explicit matrix. Here `w` is an element of the eigenspace, so its type mentions `spinChain 1`, and so does the coercion `↑w` that extracts the vector, in an argument that is not displayed. `rw` abstracts every occurrence, including those hidden ones. The coercion then expects an element of the eigenspace of an arbitrary matrix `_a`, while `w` still belongs to that of `spinChain 1`; hence "motive is not type correct".

The repair splits `w` with `obtain` into a plain vector `u` and the proof `hu1` that it lies in the eigenspace. The type of `u` does not mention the matrix, so the rewrite goes through. The line `have hw := hu1` takes over the role of `have hw := w.2`, and `w.1 1` becomes `u 1` because `w` is no longer available. The mathematical argument is unchanged.
